# On a finite state space, the exact Population Monte Carlo weight update never lowers the target average of the log-proposal

Take two states and two proposals, $q_1=(3/4,1/4)$ and $q_2=(1/4,3/4)$, mixed with equal weights $a=(1/2,1/2)$. The mixture is $m=(1/2,1/2)$. Let the target be $p=(3/4,1/4)$. The update multiplies each weight by the target average of $q_k/m$:

$$a_1'=\tfrac12\left(\tfrac34\cdot\tfrac32+\tfrac14\cdot\tfrac12\right)=\tfrac58,\qquad
a_2'=\tfrac12\left(\tfrac34\cdot\tfrac12+\tfrac14\cdot\tfrac32\right)=\tfrac38 .$$

The new weights sum to one, and the mixture becomes $(9/16,7/16)$, which is closer to the target. The target average of $\log m$ has risen by

$$\tfrac34\log\tfrac98+\tfrac14\log\tfrac78\approx 0.055 .$$

The weights themselves already guarantee part of this rise: their relative entropy $\tfrac58\log\tfrac54+\tfrac38\log\tfrac34\approx0.032$ is a lower bound on it. The same bound holds for any finite number of states and strictly positive proposals, and the monotonicity follows from it.

## Target, proposals and score

The type `X` is the set of states, for instance the configurations of a small lattice model, and `K` labels the proposals. Both are finite, so every average is a finite sum.

```lean
import Mathlib

open Finset

namespace PopulationMonteCarlo

noncomputable section

variable {X K : Type*} [Fintype X] [Fintype K]
```

The target $p$ and the weights $a$ are probability vectors: their entries are nonnegative and sum to one.

```lean
/-- A probability vector on a finite set: nonnegative entries that sum to one. -/
def IsProb {I : Type*} [Fintype I] (w : I → ℝ) : Prop :=
  (∀ i, 0 ≤ w i) ∧ ∑ i, w i = 1
```

The proposals are real functions $q_k(x)$, written `q k x`. For weights $a$ the mixture is

$$m_a(x)=\sum_k a_k q_k(x).$$

```lean
/-- The mixture proposal `m(x) = ∑ a_k q_k(x)`. -/
def mixture (a : K → ℝ) (q : K → X → ℝ) (x : X) : ℝ :=
  ∑ k, a k * q k x
```

The update is

$$a_k'=a_k\sum_x p(x)\frac{q_k(x)}{m_a(x)} .$$

It uses the exact target average. A simulation estimates this average from weighted samples, and the resulting noise can make an individual step go downhill.

```lean
/-- The Population Monte Carlo update `a_k' = a_k ∑ p(x) q_k(x) / m(x)`. -/
def newWeights (p : X → ℝ) (q : K → X → ℝ) (a : K → ℝ) (k : K) : ℝ :=
  a k * ∑ x, p x * (q k x / mixture a q x)
```

The quantity to be followed is the score

$$S(a)=\sum_x p(x)\log m_a(x).$$

When the proposals are normalised, $S(a)$ differs from minus the relative entropy of $p$ with respect to $m_a$ only by a constant independent of $a$. A higher score then means a mixture closer to the target in that sense.

```lean
/-- The score of a mixture: the target average of the logarithm of the proposal. -/
def score (p : X → ℝ) (q : K → X → ℝ) (a : K → ℝ) : ℝ :=
  ∑ x, p x * Real.log (mixture a q x)
```

The main theorems, on the normalisation of the new weights and on the score, assume `hp` and `ha`, that $p$ and $a$ are probability vectors; `hq`, that $q_k(x)>0$ everywhere; and `hpos`, that every $a_k>0$. The auxiliary lemmas state their own, weaker or different, hypotheses; in `mixture_ratio` the name `ha` stands for the positivity of every $a_k$. Physically, `hq` says that each proposal can reach every state, and `hpos` that no proposal has been switched off. The target may vanish on some states, and the proposals need not be normalised.

Positivity of the mixture comes first. If $w$ is a probability vector and $f_i>0$ for all $i$, then some $w_i$ is nonzero, since the entries sum to one. That term is positive and the others are nonnegative, so $\sum_i w_i f_i>0$. With $w=a$ and $f_k=q_k(x)$ this gives $m_a(x)>0$, which makes the quotients and logarithms meaningful.

```lean
/-- The average of a strictly positive observable over a probability vector is positive. -/
theorem average_pos {I : Type*} [Fintype I] {w f : I → ℝ}
    (hw : IsProb w) (hf : ∀ i, 0 < f i) : 0 < ∑ i, w i * f i := by
  have hne : ∑ i, w i ≠ 0 := by
    rw [hw.2]
    exact one_ne_zero
  obtain ⟨i, _, hi⟩ := Finset.exists_ne_zero_of_sum_ne_zero hne
  exact Finset.sum_pos' (fun j _ => mul_nonneg (hw.1 j) (hf j).le)
    ⟨i, Finset.mem_univ i, mul_pos (lt_of_le_of_ne (hw.1 i) (Ne.symm hi)) (hf i)⟩
```

## Averages over responsibilities

Define the responsibility of component $k$ for state $x$ by

$$r_k(x)=\frac{a_kq_k(x)}{m_a(x)} .$$

If $x$ was drawn from the mixture of normalised proposals, this is the probability that component $k$ produced it. The update is $a_k'=\sum_x p(x)r_k(x)$. For any numbers $L_k$, exchanging the two finite sums gives

$$\sum_k a_k'L_k=\sum_x p(x)\sum_k r_k(x)L_k .$$

In the code `Finset.sum_comm` performs the exchange, and `ring` matches the individual terms.

```lean
/-- An average over the new weights is the target average of the same quantity taken
over the responsibilities `a_k q_k(x) / m(x)` of the components. -/
theorem newWeights_average (p : X → ℝ) (q : K → X → ℝ) (a L : K → ℝ) :
    ∑ k, newWeights p q a k * L k
      = ∑ x, p x * ∑ k, a k * q k x / mixture a q x * L k := by
  simp only [newWeights, Finset.mul_sum, Finset.sum_mul]
  rw [Finset.sum_comm]
  refine Finset.sum_congr rfl fun x _ => Finset.sum_congr rfl fun k _ => ?_
  ring
```

A second identity compares two mixtures. For any weights $b$, the factor $a_k$ in the responsibility cancels the denominator of $b_k/a_k$:

$$\sum_k r_k(x)\frac{b_k}{a_k}
=\sum_k\frac{b_kq_k(x)}{m_a(x)}
=\frac{m_b(x)}{m_a(x)} .$$

It serves twice below, first with $b=a'$ and then with an arbitrary competitor $b$.

```lean
omit [Fintype X] in
/-- The ratio of two mixtures at a state is the average of the weight ratios over the
responsibilities of the components. -/
theorem mixture_ratio {q : K → X → ℝ} {a : K → ℝ} (ha : ∀ k, 0 < a k)
    (b : K → ℝ) (x : X) :
    ∑ k, a k * q k x / mixture a q x * (b k / a k)
      = mixture b q x / mixture a q x := by
  change _ = (∑ k, b k * q k x) / mixture a q x
  rw [Finset.sum_div]
  refine Finset.sum_congr rfl fun k _ => ?_
  have h : a k * (b k / a k) = b k := by
    have := (ha k).ne'
    field_simp
  calc a k * q k x / mixture a q x * (b k / a k)
      = (a k * (b k / a k)) * q k x / mixture a q x := by ring
    _ = b k * q k x / mixture a q x := by rw [h]
```

Normalisation of the new weights is the average identity with $L_k=1$. At each state the responsibilities sum to $m_a(x)/m_a(x)=1$, so

$$\sum_k a_k'=\sum_x p(x)=1 .$$

Each $a_k'$ is also strictly positive, being the product of $a_k>0$ and the average of a positive function over $p$. A component that starts with positive weight therefore keeps some after any single update.

```lean
/-- The updated weights are strictly positive and sum to one. -/
theorem newWeights_prob {p : X → ℝ} {q : K → X → ℝ} {a : K → ℝ}
    (hp : IsProb p) (hq : ∀ k x, 0 < q k x) (ha : IsProb a) (hpos : ∀ k, 0 < a k) :
    (∀ k, 0 < newWeights p q a k) ∧ ∑ k, newWeights p q a k = 1 := by
  have hm : ∀ x, 0 < mixture a q x := fun x => average_pos ha (fun k => hq k x)
  refine ⟨fun k => mul_pos (hpos k)
    (average_pos hp (fun x => div_pos (hq k x) (hm x))), ?_⟩
  have h := newWeights_average p q a (fun _ => 1)
  simp only [mul_one] at h
  rw [h, ← hp.2]
  refine Finset.sum_congr rfl fun x _ => ?_
  -- the responsibilities at each state sum to one
  have h1 : ∑ k, a k * q k x / mixture a q x = 1 := by
    rw [← Finset.sum_div]
    change mixture a q x / mixture a q x = 1
    exact div_self (hm x).ne'
  rw [h1, mul_one]
```

## A lower bound on the gain

Fix a state $x$. The responsibilities are nonnegative and sum to one, so concavity of the logarithm gives

$$\log\frac{m_{a'}(x)}{m_a(x)}
=\log\sum_k r_k(x)\frac{a_k'}{a_k}
\ge\sum_k r_k(x)\log\frac{a_k'}{a_k} .$$

Multiplying by $p(x)\ge0$, summing over $x$ and applying the average identity with $L_k=\log(a_k'/a_k)$ gives

$$S(a')-S(a)\ge\sum_k a_k'\log\frac{a_k'}{a_k} .$$

The Lean proof runs in the opposite order. It first rewrites the relative entropy as a target average, then compares the two sides state by state. Jensen's inequality enters as `le_map_sum`, whose argument `w` is the list of responsibilities and whose argument `p` is the list of ratios $a_k'/a_k$, not the target. The ratio identity then turns the averaged argument of the logarithm into $m_{a'}(x)/m_a(x)$.

```lean
/-- The gain in score is at least the relative entropy of the new weights with respect
to the old ones. -/
theorem relativeEntropy_le_gain {p : X → ℝ} {q : K → X → ℝ} {a : K → ℝ}
    (hp : IsProb p) (hq : ∀ k x, 0 < q k x) (ha : IsProb a) (hpos : ∀ k, 0 < a k) :
    ∑ k, newWeights p q a k * Real.log (newWeights p q a k / a k)
      ≤ score p q (newWeights p q a) - score p q a := by
  obtain ⟨hb, hb1⟩ := newWeights_prob hp hq ha hpos
  refine (newWeights_average p q a
    (fun k => Real.log (newWeights p q a k / a k))).trans_le ?_
  unfold score
  rw [← Finset.sum_sub_distrib]
  refine Finset.sum_le_sum fun x _ => ?_
  rw [← mul_sub]
  refine mul_le_mul_of_nonneg_left ?_ (hp.1 x)
  have hm : 0 < mixture a q x := average_pos ha (fun k => hq k x)
  have hm' : 0 < mixture (newWeights p q a) q x :=
    average_pos ⟨fun k => (hb k).le, hb1⟩ (fun k => hq k x)
  have h1 : ∑ k, a k * q k x / mixture a q x = 1 := by
    rw [← Finset.sum_div]
    change mixture a q x / mixture a q x = 1
    exact div_self hm.ne'
  -- concavity of the logarithm at the state x
  have h3 := strictConcaveOn_log_Ioi.concaveOn.le_map_sum (t := Finset.univ)
    (w := fun k => a k * q k x / mixture a q x)
    (p := fun k => newWeights p q a k / a k)
    (fun k _ => (div_pos (mul_pos (hpos k) (hq k x)) hm).le) h1
    (fun k _ => Set.mem_Ioi.mpr (div_pos (hb k) (hpos k)))
  simp only [smul_eq_mul] at h3
  rw [mixture_ratio hpos, Real.log_div hm'.ne' hm.ne'] at h3
  exact h3
```

## Strict ascent when the weights move

The right-hand side is positive unless $a'=a$. To see this, start from $\log u<u-1$, valid for positive $u\ne1$. With $u=s/t$ for distinct positive $s$ and $t$, multiplication by $t$ gives $t\log(s/t)<s-t$, and reversing the signs gives

$$t-s<t\log\frac ts .$$

```lean
/-- For distinct positive numbers, `t - s < t log (t / s)`. -/
theorem sub_lt_mul_log {s t : ℝ} (hs : 0 < s) (ht : 0 < t) (h : t ≠ s) :
    t - s < t * Real.log (t / s) := by
  have hne : s / t ≠ 1 := fun h' => h ((div_eq_one_iff_eq ht.ne').mp h').symm
  have h1 := Real.log_lt_sub_one_of_pos (div_pos hs ht) hne
  rw [Real.log_div hs.ne' ht.ne'] at h1
  rw [Real.log_div ht.ne' hs.ne']
  have h2 : t * (s / t) = s := by field_simp
  have h3 := mul_lt_mul_of_pos_left h1 ht
  rw [mul_sub, mul_sub, h2] at h3
  linarith
```

Put $s=a_k$ and $t=a_k'$. Components whose weight is unchanged contribute zero to both sides, and if $a'\ne a$ at least one component $j$ gives a strict inequality. Summing over components,

$$0=\sum_k(a_k'-a_k)<\sum_k a_k'\log\frac{a_k'}{a_k}\le S(a')-S(a),$$

where the first equality holds because both sets of weights sum to one. `Finset.sum_lt_sum` expresses this pattern directly: a weak inequality in every term and a strict one in the term `j`.

```lean
/-- If the update changes the weights, the score strictly increases. -/
theorem score_lt_of_ne {p : X → ℝ} {q : K → X → ℝ} {a : K → ℝ}
    (hp : IsProb p) (hq : ∀ k x, 0 < q k x) (ha : IsProb a) (hpos : ∀ k, 0 < a k)
    (hne : newWeights p q a ≠ a) : score p q a < score p q (newWeights p q a) := by
  obtain ⟨hb, hb1⟩ := newWeights_prob hp hq ha hpos
  obtain ⟨j, hj⟩ := Function.ne_iff.mp hne
  have hlt : ∑ k, (newWeights p q a k - a k)
      < ∑ k, newWeights p q a k * Real.log (newWeights p q a k / a k) := by
    refine Finset.sum_lt_sum (fun k _ => ?_)
      ⟨j, Finset.mem_univ j, sub_lt_mul_log (hpos j) (hb j) hj⟩
    by_cases h : newWeights p q a k = a k
    · rw [h, div_self (hpos k).ne', Real.log_one, mul_zero, sub_self]
    · exact (sub_lt_mul_log (hpos k) (hb k) h).le
  rw [Finset.sum_sub_distrib, hb1, ha.2] at hlt
  linarith [relativeEntropy_le_gain hp hq ha hpos]
```

The statement `update_monotone` collects the consequences. The new weights form a probability vector, $S(a)\le S(a')$, and $S(a')=S(a)$ holds exactly when $a'=a$. The proof separates the case of unchanged weights, where the scores coincide, from the case of changed weights, where the strict inequality applies.

For simulation practice, this says that applying this particular update to the strictly positive mixture weights of an importance sampler, with fixed, strictly positive proposals and exact averages on a finite state space, cannot worsen the score. It gives no bound on the variance of the importance weights.

```lean
/-- The Population Monte Carlo update yields a probability vector of weights and never
lowers the score; the score is unchanged exactly when the weights are unchanged. -/
theorem update_monotone {p : X → ℝ} {q : K → X → ℝ} {a : K → ℝ}
    (hp : IsProb p) (hq : ∀ k x, 0 < q k x) (ha : IsProb a) (hpos : ∀ k, 0 < a k) :
    IsProb (newWeights p q a) ∧ score p q a ≤ score p q (newWeights p q a) ∧
      (score p q (newWeights p q a) = score p q a ↔ newWeights p q a = a) := by
  obtain ⟨hb, hb1⟩ := newWeights_prob hp hq ha hpos
  refine ⟨⟨fun k => (hb k).le, hb1⟩, ?_, ?_, fun h => by rw [h]⟩
  · by_cases h : newWeights p q a = a
    · rw [h]
    · exact (score_lt_of_ne hp hq ha hpos h).le
  · intro h
    by_contra hne
    exact (score_lt_of_ne hp hq ha hpos hne).ne' h
```

## Positive fixed points are global maxima

Suppose that $a'=a$, and let $b$ be any probability vector of weights, possibly with zero entries. The average identity with $L_k=b_k/a_k$, combined with the ratio identity, gives

$$\sum_x p(x)\frac{m_b(x)}{m_a(x)}=\sum_k a_k\frac{b_k}{a_k}=\sum_k b_k=1 .$$

Since $\log u\le u-1$ for $u>0$,

$$S(b)-S(a)=\sum_x p(x)\log\frac{m_b(x)}{m_a(x)}
\le\sum_x p(x)\left(\frac{m_b(x)}{m_a(x)}-1\right)=0 .$$

So a positive fixed point has the highest score available to these proposals. Conversely, if $a$ has the highest score and the update moved it, $a'$ would be a probability vector with a strictly higher score, a contradiction. In the proof, `hfix` replaces the new weights by the old ones in the average identity, and `hle` is the bound on the score difference.

```lean
/-- Strictly positive weights are a fixed point of the update if and only if they
maximise the score among all probability vectors of weights. -/
theorem fixed_iff_optimal {p : X → ℝ} {q : K → X → ℝ} {a : K → ℝ}
    (hp : IsProb p) (hq : ∀ k x, 0 < q k x) (ha : IsProb a) (hpos : ∀ k, 0 < a k) :
    newWeights p q a = a ↔ ∀ b : K → ℝ, IsProb b → score p q b ≤ score p q a := by
  constructor
  · intro hfix b hb
    -- at a fixed point the mixture ratio has target average one
    have h := newWeights_average p q a (fun k => b k / a k)
    simp only [hfix, mixture_ratio hpos] at h
    have hsum : ∑ k, a k * (b k / a k) = ∑ k, b k := by
      refine Finset.sum_congr rfl fun k _ => ?_
      have := (hpos k).ne'
      field_simp
    rw [hsum, hb.2] at h
    have hle : score p q b - score p q a
        ≤ ∑ x, (p x * (mixture b q x / mixture a q x) - p x) := by
      unfold score
      rw [← Finset.sum_sub_distrib]
      refine Finset.sum_le_sum fun x _ => ?_
      have hma : 0 < mixture a q x := average_pos ha (fun k => hq k x)
      have hmb : 0 < mixture b q x := average_pos hb (fun k => hq k x)
      have hl := Real.log_le_sub_one_of_pos (div_pos hmb hma)
      rw [Real.log_div hmb.ne' hma.ne'] at hl
      have hmul := mul_le_mul_of_nonneg_left hl (hp.1 x)
      rw [mul_sub, mul_sub, mul_one] at hmul
      exact hmul
    rw [Finset.sum_sub_distrib, ← h, hp.2] at hle
    linarith
  · intro hopt
    by_contra hne
    exact not_lt_of_ge (hopt _ (update_monotone hp hq ha hpos).1)
      (score_lt_of_ne hp hq ha hpos hne)

end

end PopulationMonteCarlo
```

The equivalence concerns given positive weights; it does not say that a positive maximiser exists, or that repeated updates converge. In the two-state example the target equals $q_1$, so the best weights are $(1,0)$. They lie on the boundary, and every strictly positive choice of weights is moved by the update.

## Allowing weights that vanish

Another model would require only $a_k\ge0$, so that proposals could be switched off. Monotonicity would survive, because a component of zero weight stays at zero and the argument applies to the remaining ones. The equivalence between fixed points and maxima would fail: all the weight on a single proposal is always a fixed point, however poor that proposal is. In the example, $(0,1)$ is fixed but scores below $(1,0)$. A fixed point would then need the additional condition $\sum_x p(x)q_k(x)/m_a(x)\le1$ for each switched-off component in order to be optimal. Assuming strictly positive weights, as `hpos` does, makes this extra test unnecessary.

```lean
#print axioms PopulationMonteCarlo.update_monotone
-- 'PopulationMonteCarlo.update_monotone' depends on axioms: [propext, Classical.choice, Quot.sound]
#print axioms PopulationMonteCarlo.fixed_iff_optimal
-- 'PopulationMonteCarlo.fixed_iff_optimal' depends on axioms: [propext, Classical.choice, Quot.sound]
```
